# At fixed total charge, a quadratic charge-transfer energy with positive definite hardness is minimal exactly when all atoms have equal chemical potential

A finite set of atoms carries real charges `a`, with energy `x·a + a·Aa/2` for electronegativities `x` and a symmetric, positive definite hardness matrix `A`. The theorem `ground_iff_equalized` states that `a` minimizes this energy among all charges of total `Q` exactly when `a` itself has total `Q` and the chemical potential, the component of `x + Aa` on each atom, is the same everywhere. For the forward direction, the attempt moves charge `t` from atom `j` to atom `i`: the energy change, linear plus quadratic in `t`, can't be negative for any `t`, which forces the linear coefficient, the difference of the two potentials, to be zero. For the converse, it uses that any other charges `q` of the same total cost an excess energy `(q-a)·A(q-a)/2`, which is never negative.

The first attempt, which Lean rejects:

```lean
import Mathlib

open Matrix

namespace GroundIffEqualized

noncomputable section

variable {n : Type*} [Fintype n]

/-- Charge-transfer energy `x·q + q·Aq/2` of atomic charges `q`, for electronegativities `x`
and hardness matrix `A`. -/
def energy (x : n → ℝ) (A : Matrix n n ℝ) (q : n → ℝ) : ℝ :=
  x ⬝ᵥ q + (q ⬝ᵥ (A *ᵥ q)) / 2

/-- A hardness matrix is real, symmetric and positive definite. -/
structure IsHardness (A : Matrix n n ℝ) : Prop where
  symm : A.IsSymm
  pos : ∀ d : n → ℝ, d ≠ 0 → 0 < d ⬝ᵥ (A *ᵥ d)

/-- The charges `a` minimize the energy among all charges of total charge `Q`. -/
structure IsGroundCharge (x : n → ℝ) (A : Matrix n n ℝ) (Q : ℝ) (a : n → ℝ) : Prop where
  total : ∑ i, a i = Q
  le : ∀ q : n → ℝ, ∑ i, q i = Q → energy x A a ≤ energy x A q

/-- For a symmetric matrix `A`, a charge displacement `d` changes the energy by a term linear in
the chemical potentials `x + Aa` and a quadratic hardness term. -/
theorem energy_add (x : n → ℝ) {A : Matrix n n ℝ} (hA : A.IsSymm) (a d : n → ℝ) :
    energy x A (a + d) =
      energy x A a + d ⬝ᵥ (x + A *ᵥ a) + (d ⬝ᵥ (A *ᵥ d)) / 2 := by
  have h : a ⬝ᵥ (A *ᵥ d) = d ⬝ᵥ (A *ᵥ a) := by
    rw [Matrix.dotProduct_mulVec, ← Matrix.mulVec_transpose, hA.eq, dotProduct_comm]
  simp only [energy, Matrix.mulVec_add, dotProduct_add, add_dotProduct]
  rw [h, dotProduct_comm x d]
  ring

/-- For symmetric `A`, if all atoms have the same chemical potential at charges `a`, then any
charges `q` of the same total cost the excess energy `(q-a)·A(q-a)/2`. -/
theorem excess_energy {x : n → ℝ} {A : Matrix n n ℝ} (hA : A.IsSymm) {a q : n → ℝ}
    (h : ∀ i j, x i + (A *ᵥ a) i = x j + (A *ᵥ a) j) (hq : ∑ i, q i = ∑ i, a i) :
    energy x A q = energy x A a + ((q - a) ⬝ᵥ (A *ᵥ (q - a))) / 2 := by
  -- the linear term vanishes because the total charge is unchanged
  have h0 : (q - a) ⬝ᵥ (x + A *ᵥ a) = 0 := by
    rcases isEmpty_or_nonempty n with hn | ⟨⟨j⟩⟩
    · simp [dotProduct]
    · calc (q - a) ⬝ᵥ (x + A *ᵥ a)
          = ∑ i, (q i - a i) * (x j + (A *ᵥ a) j) :=
            Finset.sum_congr rfl fun i _ => by
              rw [← h i j]; rfl
        _ = 0 := by rw [← Finset.sum_mul, Finset.sum_sub_distrib, hq, sub_self, zero_mul]
  have e := energy_add x hA a (q - a)
  rw [add_sub_cancel, h0, add_zero] at e
  exact e

/-- Electronegativity equalization: for a hardness matrix, charges of total `Q` minimize the
energy exactly when the chemical potential `x + Aa` is the same on all atoms. -/
theorem ground_iff_equalized {x : n → ℝ} {A : Matrix n n ℝ} (hA : IsHardness A)
    {Q : ℝ} {a : n → ℝ} :
    IsGroundCharge x A Q a ↔
      ∑ i, a i = Q ∧ ∀ i j, x i + (A *ᵥ a) i = x j + (A *ᵥ a) j := by
  classical
  have hnn : ∀ d : n → ℝ, 0 ≤ d ⬝ᵥ (A *ᵥ d) := by
    intro d
    by_cases hd : d = 0
    · simp [hd]
    · exact (hA.pos d hd).le
  constructor
  · intro h
    refine ⟨h.total, fun i j => ?_⟩
    -- move a small charge from atom j to atom i
    let d : n → ℝ := Pi.single i 1 - Pi.single j 1
    have hs : d ⬝ᵥ (x + A *ᵥ a) = (x i + (A *ᵥ a) i) - (x j + (A *ᵥ a) j) := by
      simp [d, sub_dotProduct]
    have hd : ∑ k, d k = 0 := by
      simp [d, Finset.sum_sub_distrib]
    have hc := hnn d
    have key : ∀ t : ℝ,
        0 ≤ t * (d ⬝ᵥ (x + A *ᵥ a)) + t ^ 2 * (d ⬝ᵥ (A *ᵥ d)) / 2 := by
      intro t
      have h1 := h.le (a + t • d) (by
        simp only [Pi.add_apply, Pi.smul_apply, smul_eq_mul, Finset.sum_add_distrib,
          ← Finset.mul_sum]
        rw [hd, h.total, mul_zero, add_zero])
      rw [energy_add x hA.symm, Matrix.mulVec_smul, smul_dotProduct, smul_dotProduct,
        dotProduct_smul] at h1
      simp only [smul_eq_mul] at h1
      linarith
    generalize d ⬝ᵥ (x + A *ᵥ a) = s at hs key
    generalize d ⬝ᵥ (A *ᵥ d) = c at hc key
    have hc1 : c + 1 ≠ 0 := by positivity
    obtain ⟨t, ht⟩ : ∃ t : ℝ, s = -t * (c + 1) :=
      ⟨-s / (c + 1), by field_simp⟩
    have h2 := key t
    rw [ht] at h2
    have h3 : t ^ 2 = 0 := by
      nlinarith [mul_nonneg (sq_nonneg t) hc, sq_nonneg t]
    have h4 : t = 0 := pow_eq_zero_iff (two_ne_zero) |>.mp h3
    rw [h4] at ht
    linarith
  · rintro ⟨hQ, h⟩
    refine ⟨hQ, fun q hq => ?_⟩
    rw [excess_energy hA.symm h (hq.trans hQ.symm)]
    linarith [hnn (q - a)]

end

end GroundIffEqualized
```

Lean reports:

```
Main.lean:72:77: error: unsolved goals
n : Type u_1
inst✝ : Fintype n
x : n → ℝ
A : Matrix n n ℝ
hA : IsHardness A
Q : ℝ
a : n → ℝ
hnn : ∀ (d : n → ℝ), 0 ≤ d ⬝ᵥ A *ᵥ d
h : IsGroundCharge x A Q a
i j : n
d : n → ℝ := Pi.single i 1 - Pi.single j 1
⊢ x i - x j + ((A *ᵥ a) i - (A *ᵥ a) j) = x i + (A *ᵥ a) i - (x j + (A *ᵥ a) j)
```

Cause. The error is in `hs`, which says that the dot product of `d` with `x + A *ᵥ a` is the chemical potential of atom `i` minus that of atom `j`. `simp` does evaluate the dot product, but it splits the sum `x + A *ᵥ a` as well as the difference `d`. The left side therefore comes out as the difference of the electronegativities plus the difference of the `A *ᵥ a` terms, while the right side still has one bracket per atom. The two sides are equal, but `simp` doesn't do the regrouping that would show it, so Lean reports the equation as an unsolved goal.

The added `ring` proves it, since only addition and subtraction of real numbers are left.

The reworded comment is mere tidying and has no effect on the proof: `d` moves a unit charge, not a small one, and the scaling by `t` comes in `key`.

The mended proof, as a diff:

```diff
@@ -68,8 +68,9 @@
   · intro h
     refine ⟨h.total, fun i j => ?_⟩
-    -- move a small charge from atom j to atom i
+    -- transfer a unit charge from atom j to atom i; `key` scales it by any real `t`
     let d : n → ℝ := Pi.single i 1 - Pi.single j 1
     have hs : d ⬝ᵥ (x + A *ᵥ a) = (x i + (A *ᵥ a) i) - (x j + (A *ᵥ a) j) := by
       simp [d, sub_dotProduct]
+      ring
     have hd : ∑ k, d k = 0 := by
       simp [d, Finset.sum_sub_distrib]
```
